# A reference phase at distance 2 sin(π/(2m)) or more from any m ≥ 1 Wannier centres, with the best possible constant

For an isolated group of m bands, the Wilson loop along one direction of the Brillouin zone has m eigenvalues exp(iθₙ). Up to a sign convention, θₙ/(2π) is the position of the n-th Wannier centre along that direction, in units of the lattice constant and modulo 1. The Wannier functions meant here are those at a fixed transverse momentum that are maximally localised along that direction. To follow the centres as the transverse momentum changes, one can choose a new reference position away from them at each momentum of a mesh, and count the centres that the reference jumps over from one momentum to the next. At each momentum the reference should be clear of all the centres, so the question is how much distance can always be had.

Three conventions hold throughout. A centre is represented by its factor z = exp(iθ), a complex number of modulus one. The reference is another such number, c. The distance between them is the chord |c − z|, which is at most 2, and not the arc along the circle.

```lean
import Mathlib

open Real Matrix
open scoped ComplexOrder

namespace WannierReference

noncomputable section
```

A Lean theorem lists its hypotheses before the final colon and its claim after it. The proof follows `:= by`. The symbol `‖z‖` is the modulus |z|.

```lean
/-- The phase factor `exp(iθ)` of a Wannier centre with angle `θ`. -/
def phase (θ : ℝ) : ℂ := Complex.exp (θ * Complex.I)
```

`phase θ` is exp(iθ). In textbooks "phase" often means the angle θ; here it is the complex number.

```lean
/-- The chord `2 sin(π/(2m))` subtended by the angle `π/m`, for `m ≥ 1` bands. -/
def clearance (m : ℕ) : ℝ := 2 * Real.sin (π / (2 * m))
```

`clearance m` is the chord that belongs to an arc of angle π/m:

clearance(m) = 2 sin(π/(2m)).

It equals 2 for one band and √2 for two.

```lean
/-- The `m`-th roots of unity `exp(2πik/m)`, for `m ≥ 1`: equally spaced Wannier centres. -/
def equalCentres (m : ℕ) (k : Fin m) : ℂ := phase (2 * π * ((k : ℕ) : ℝ) / m)
```

These are the m-th roots of unity, exp(2πik/m). The type `Fin m` holds the indices k = 0, …, m − 1, so counting starts at zero. Physically, they are m centres spread evenly over the unit cell.

## Chords and angles

```lean
/-- The distance between two phase factors is `2 |sin((a - b)/2)|`. -/
theorem chord_length (a b : ℝ) :
    ‖phase a - phase b‖ = 2 * |Real.sin ((a - b) / 2)| := by
  have hre : ∀ x, (phase x).re = Real.cos x := fun x => Complex.exp_ofReal_mul_I_re x
  have him : ∀ x, (phase x).im = Real.sin x := fun x => Complex.exp_ofReal_mul_I_im x
  have h1 := Real.cos_two_mul ((a - b) / 2)
  rw [show 2 * ((a - b) / 2) = a - b by ring, Real.cos_sub] at h1
  refine (sq_eq_sq₀ (norm_nonneg _) (by positivity)).1 ?_
  rw [Complex.sq_norm, Complex.normSq_apply, mul_pow, sq_abs, Complex.sub_re,
    Complex.sub_im, hre, hre, him, him]
  linear_combination Real.sin_sq_add_cos_sq a + Real.sin_sq_add_cos_sq b - 2 * h1
    - 4 * Real.sin_sq_add_cos_sq ((a - b) / 2)
```

The distance between two phase factors depends only on the difference of their angles. By hand,

|exp(ia) − exp(ib)|² = (cos a − cos b)² + (sin a − sin b)²

= 2 − 2 cos(a − b) = 4 sin²((a − b)/2),

and the square root gives 2|sin((a − b)/2)|. Lean also compares squares, which is enough because both sides are non-negative. The `linear_combination` step combines sin² + cos² = 1 with the double-angle formula.

```lean
/-- Every complex number of modulus one is the phase factor of an angle in `[0, 2π)`. -/
theorem exists_phase {z : ℂ} (hz : ‖z‖ = 1) :
    ∃ a : ℝ, 0 ≤ a ∧ a < 2 * π ∧ phase a = z := by
  have hp : phase (Complex.arg z) = z := by
    have h := Complex.norm_mul_exp_arg_mul_I z
    rw [hz, Complex.ofReal_one, one_mul] at h
    exact h
  have h1 := Complex.arg_le_pi z
  have h2 := Complex.neg_pi_lt_arg z
  have h3 := Real.pi_pos
  rcases le_or_gt 0 (Complex.arg z) with h | h
  · exact ⟨_, h, by linarith, hp⟩
  · refine ⟨Complex.arg z + 2 * π, by linarith, by linarith, ?_⟩
    rw [← hp]
    unfold phase at hp ⊢
    rw [hp]
    push_cast
    rw [add_mul, Complex.exp_add, Complex.exp_two_pi_mul_I, mul_one, hp]
```

Every z of modulus one has an angle a with 0 ≤ a < 2π. Lean's `Complex.arg` lies in (−π, π], so the proof adds 2π when it is negative. This leaves exp(ia) unchanged.

```lean
/-- Two phases whose angles differ by at least `π/m` and at most `2π - π/m` are separated
by a chord of at least `2 sin(π/(2m))`. -/
theorem clearance_le_chord {m : ℕ} {a b : ℝ} (h1 : π / m ≤ |a - b|)
    (h2 : |a - b| ≤ 2 * π - π / m) : clearance m ≤ ‖phase a - phase b‖ := by
  have hd : π / m = 2 * (π / (2 * m)) := by ring
  have hpos : 0 ≤ π / (2 * (m : ℝ)) := by positivity
  have hpi := Real.pi_pos
  have habs : |(a - b) / 2| = |a - b| / 2 := by rw [abs_div, abs_two]
  rw [hd] at h1 h2
  have h3 : Real.sin |(a - b) / 2| ≤ |Real.sin ((a - b) / 2)| := by
    rcases abs_choice ((a - b) / 2) with h | h
    · rw [h]; exact le_abs_self _
    · rw [h, Real.sin_neg]; exact neg_le_abs _
  have h4 : Real.sin (π / (2 * m)) ≤ Real.sin |(a - b) / 2| := by
    rw [habs]
    rcases le_total (|a - b| / 2) (π / 2) with h | h
    · exact Real.sin_le_sin_of_le_of_le_pi_div_two (by linarith) h (by linarith)
    · rw [← Real.sin_pi_sub (|a - b| / 2)]
      exact Real.sin_le_sin_of_le_of_le_pi_div_two (by linarith) (by linarith) (by linarith)
  rw [chord_length, clearance]
  linarith
```

Let δ = |a − b|. If π/m ≤ δ ≤ 2π − π/m, then

π/(2m) ≤ δ/2 ≤ π − π/(2m).

On this interval the sine is at least sin(π/(2m)), so the chord is at least `clearance m`. The proof splits at δ/2 = π/2. Below that point the sine increases; above it, sin(π − x) = sin x reduces the claim to the first case. The upper limit on δ is there because two angles near 0 and 2π describe neighbouring points.

```lean
/-- For `m ≥ 1`, two phases whose angles differ by at most `π/m` are joined by a chord of
at most `2 sin(π/(2m))`. -/
theorem chord_le_clearance {m : ℕ} (hm : 0 < m) {a b : ℝ} (h : |a - b| ≤ π / m) :
    ‖phase a - phase b‖ ≤ clearance m := by
  have hm1 : (1 : ℝ) ≤ m := by exact_mod_cast hm
  have hpi := Real.pi_pos
  have hd : π / m = 2 * (π / (2 * m)) := by ring
  have hle : π / (2 * (m : ℝ)) ≤ π / 2 := by
    rw [div_le_div_iff₀ (by positivity) (by positivity)]
    nlinarith
  rw [hd] at h
  obtain ⟨h1, h2⟩ := abs_le.1 h
  have h3 : |Real.sin ((a - b) / 2)| ≤ Real.sin (π / (2 * m)) := by
    rw [abs_le, ← Real.sin_neg]
    constructor <;>
      exact Real.sin_le_sin_of_le_of_le_pi_div_two (by linarith) (by linarith) (by linarith)
  rw [chord_length, clearance]
  linarith
```

This is the opposite estimate. If |a − b| ≤ π/m, then (a − b)/2 lies between −π/(2m) and π/(2m). Since m ≥ 1, this range is inside [−π/2, π/2], where the sine increases, so |sin((a − b)/2)| ≤ sin(π/(2m)).

## A free sector for the reference

```lean
/-- A set of at most `m` points on the unit circle, `m ≥ 1`, leaves room for a reference
on the circle at distance at least `2 sin(π/(2m))` from all of them. -/
theorem exists_reference {m : ℕ} (hm : 0 < m) (S : Finset ℂ)
    (hS : ∀ z ∈ S, ‖z‖ = 1) (hc : S.card ≤ m) :
    ∃ c : ℂ, ‖c‖ = 1 ∧ ∀ z ∈ S, clearance m ≤ ‖c - z‖ := by
  rcases S.eq_empty_or_nonempty with rfl | ⟨z₀, h₀⟩
  · exact ⟨1, by simp, by simp⟩
  have hz₀ : z₀ ≠ 0 := by
    intro h
    have := hS z₀ h₀
    simp [h] at this
  -- angles measured from the centre `z₀`
  have hang : ∀ z : ℂ, ∃ b : ℝ, z ∈ S → 0 ≤ b ∧ b < 2 * π ∧ phase b = z / z₀ := by
    intro z
    by_cases hz : z ∈ S
    · obtain ⟨b, hb⟩ := exists_phase (z := z / z₀)
        (by rw [norm_div, hS z hz, hS z₀ h₀, div_one])
      exact ⟨b, fun _ => hb⟩
    · exact ⟨0, fun h => absurd h hz⟩
  choose b hb using hang
  obtain ⟨u, hu⟩ : ∃ u : ℝ, u = π / m := ⟨_, rfl⟩
  have hm' : (0 : ℝ) < m := by exact_mod_cast hm
  have hupos : 0 < u := by rw [hu]; positivity
  have hmu : m * u = π := by rw [hu]; field_simp
  -- `m` sectors, at most `m - 1` other centres: one sector is free
  obtain ⟨j, hj, hfree⟩ : ∃ j, j < m ∧ ∀ z ∈ S.erase z₀, ⌊b z / (2 * u)⌋₊ ≠ j := by
    by_contra! hcon
    have hsub : Finset.range m ⊆ (S.erase z₀).image (fun z => ⌊b z / (2 * u)⌋₊) := by
      intro j hj
      obtain ⟨z, hz, h⟩ := hcon j (Finset.mem_range.1 hj)
      exact Finset.mem_image.2 ⟨z, hz, h⟩
    have h1 := (Finset.card_le_card hsub).trans Finset.card_image_le
    have h2 := Finset.card_erase_lt_of_mem h₀
    rw [Finset.card_range] at h1
    omega
  have hjm : (j : ℝ) + 1 ≤ m := by exact_mod_cast hj
  have hju : 0 ≤ (j : ℝ) * u := by positivity
  have htop := mul_le_mul_of_nonneg_right hjm hupos.le
  -- the reference is the midpoint of the free sector
  refine ⟨z₀ * phase ((2 * j + 1) * u), ?_, fun z hz => ?_⟩
  · rw [norm_mul, hS z₀ h₀, one_mul]
    exact Complex.norm_exp_ofReal_mul_I _
  obtain ⟨x, hx0, hx1, hx, hout⟩ : ∃ x : ℝ, 0 ≤ x ∧ x < 2 * π ∧ phase x = z / z₀ ∧
      (x ≤ 2 * (j * u) ∨ 2 * (j * u) + 2 * u ≤ x) := by
    by_cases h : z = z₀
    · exact ⟨0, le_rfl, by positivity, by rw [h, div_self hz₀]; simp [phase],
        Or.inl (by positivity)⟩
    · obtain ⟨h0, h1, h2⟩ := hb z hz
      refine ⟨b z, h0, h1, h2, ?_⟩
      by_contra! hin
      apply hfree z (Finset.mem_erase.2 ⟨h, hz⟩)
      rw [Nat.floor_eq_iff (div_nonneg h0 (by positivity))]
      constructor
      · rw [le_div_iff₀ (by positivity)]; linarith [hin.1]
      · rw [div_lt_iff₀ (by positivity)]; linarith [hin.2]
  have hx' : z₀ * phase x = z := by rw [hx]; field_simp
  rw [← hx', ← mul_sub, norm_mul, hS z₀ h₀, one_mul]
  apply clearance_le_chord
  · rw [← hu, le_abs]
    rcases hout with h | h
    · left; linarith
    · right; linarith
  · rw [← hu, abs_le]
    constructor <;> linarith
```

`S` is a finite set of at most m points on the unit circle. The theorem provides a c on the circle with |c − z| ≥ 2 sin(π/(2m)) for every z in S.

If S is empty, c = 1 will do. Otherwise pick a centre z₀ in S and measure all angles from it, so that z = z₀ exp(ix) with 0 ≤ x < 2π. Put u = π/m and cut the circle into m sectors

2ju ≤ x < 2(j + 1)u, j = 0, …, m − 1.

The centres other than z₀ number at most m − 1, so at least one sector j contains none of them. Take its midpoint as the reference:

c = z₀ exp(i(2j + 1)u).

The centre z₀ has x = 0 and can lie at most on the edge of this sector. Every centre therefore satisfies x ≤ 2ju or x ≥ 2(j + 1)u, which gives

|(2j + 1)u − x| ≥ u.

The midpoint angle lies between u and 2π − u, and x lies in [0, 2π), so the same difference is at most 2π − u. The estimate `clearance_le_chord` now gives the distance. For m = 1 the only sector is the whole circle, and c = −z₀.

In Lean, `choose b hb` collects the angles into a function `b`, and the floor `⌊b z / (2 * u)⌋₊` is the number of the sector that contains z. The block that starts with `by_contra! hcon` is the counting argument: if every sector were occupied, m sectors would need at least m centres besides z₀. The last lines check the two angle bounds with `linarith`, which handles linear inequalities.

The Lean name `largest_gap_reference` of the main theorem below suggests the midpoint of the widest gap between neighbouring centres. The proof uses the midpoint of any free sector, which may be a different point. The widest gap is at least 2π/m, so its midpoint has the required distance too.

## Evenly spaced centres leave no more room

```lean
/-- For `m ≥ 1`, every point of the unit circle lies within `2 sin(π/(2m))` of some
`m`-th root of unity. -/
theorem equalCentres_near {m : ℕ} (hm : 0 < m) {c : ℂ} (hc : ‖c‖ = 1) :
    ∃ k : Fin m, ‖c - equalCentres m k‖ ≤ clearance m := by
  obtain ⟨a, h0, h1, rfl⟩ := exists_phase hc
  obtain ⟨u, hu⟩ : ∃ u : ℝ, u = π / m := ⟨_, rfl⟩
  have hm' : (0 : ℝ) < m := by exact_mod_cast hm
  have hupos : 0 < u := by rw [hu]; positivity
  have hmu : m * u = π := by rw [hu]; field_simp
  by_cases hlast : 2 * π - u ≤ a
  · -- just below a full turn the nearest root is `1`
    refine ⟨⟨0, hm⟩, ?_⟩
    have he : equalCentres m ⟨0, hm⟩ = phase (2 * π) := by
      simp [equalCentres, phase, Complex.exp_two_pi_mul_I]
    rw [he]
    apply chord_le_clearance hm
    rw [← hu, abs_le]
    constructor <;> linarith
  · -- otherwise round the angle to the nearest multiple of `2π/m`
    have hnn : 0 ≤ (a + u) / (2 * u) := by positivity
    have hl := Nat.floor_le hnn
    have hr := Nat.lt_floor_add_one ((a + u) / (2 * u))
    generalize ⌊(a + u) / (2 * u)⌋₊ = k at hl hr
    rw [le_div_iff₀ (by positivity)] at hl
    rw [div_lt_iff₀ (by positivity)] at hr
    have hk : k < m := by
      have : (k : ℝ) < m := by
        refine lt_of_mul_lt_mul_right ?_ hupos.le
        linarith
      exact_mod_cast this
    refine ⟨⟨k, hk⟩, chord_le_clearance hm ?_⟩
    have he : 2 * π * (k : ℝ) / m = 2 * (k * u) := by rw [hu]; ring
    change |a - 2 * π * (k : ℝ) / m| ≤ π / m
    rw [he, ← hu, abs_le]
    constructor <;> linarith
```

Whatever c is chosen on the circle, some m-th root of unity is within 2 sin(π/(2m)) of it. Write c = exp(ia) with 0 ≤ a < 2π, and again u = π/m. If a ≥ 2π − u, the root 1 = exp(2πi) is within angle u. Otherwise round a to the nearest multiple of 2u by taking

k = ⌊(a + u)/(2u)⌋.

Then 2uk ≤ a + u < 2u(k + 1), which means −u ≤ a − 2uk < u. Also 2uk ≤ a + u < 2π = 2um, so k < m and k is a valid index. In both cases `chord_le_clearance` turns the angle into a chord. The `by_cases` line separates the two situations.

```lean
/-- For `m ≥ 1`, a reference on the unit circle at distance at least `r` from all centres exists for
every choice of `m` centres on the circle if and only if `r ≤ 2 sin(π/(2m))`. -/
theorem largest_gap_reference {m : ℕ} (hm : 0 < m) (r : ℝ) :
    (∀ z : Fin m → ℂ, (∀ n, ‖z n‖ = 1) → ∃ c : ℂ, ‖c‖ = 1 ∧ ∀ n, r ≤ ‖c - z n‖) ↔
      r ≤ clearance m := by
  constructor
  · intro h
    obtain ⟨c, hc, hfar⟩ := h (equalCentres m) (fun _ => Complex.norm_exp_ofReal_mul_I _)
    obtain ⟨k, hk⟩ := equalCentres_near hm hc
    exact (hfar k).trans hk
  · intro hr z hz
    obtain ⟨c, hc, hfar⟩ := exists_reference hm (Finset.univ.image z)
      (by
        intro w hw
        obtain ⟨n, _, rfl⟩ := Finset.mem_image.1 hw
        exact hz n)
      (Finset.card_image_le.trans (by simp))
    exact ⟨c, hc, fun n =>
      hr.trans (hfar _ (Finset.mem_image_of_mem z (Finset.mem_univ n)))⟩
```

In words: for m ≥ 1 and a real number r, the following are equivalent.

- For every choice of m centres z₀, …, zₘ₋₁ on the unit circle there is a c on the circle with |c − zₙ| ≥ r for all n.
- r ≤ 2 sin(π/(2m)).

The reference may depend on the centres, because `∃ c` comes after `∀ z`. Coinciding centres are allowed.

From the first statement to the second, apply it to the roots of unity. The c it provides is at least r away from all of them, yet at most 2 sin(π/(2m)) away from one, so r cannot exceed that value. In the other direction, collect the centres into a set, which has at most m elements, and use the free sector. The constant is a worst case: for m ≥ 2 a particular set of centres may leave more room, as when all of them coincide and c can be placed at distance 2.

## The eigenvalues of a Wilson loop

```lean
/-- For a unitary `m × m` Wilson loop, `m ≥ 1`, there is a reference on the unit circle at
distance at least `2 sin(π/(2m))` from every eigenvalue. -/
theorem wilson_loop_reference {m : ℕ} (hm : 0 < m) (W : Matrix (Fin m) (Fin m) ℂ)
    (hW : W ∈ Matrix.unitaryGroup (Fin m) ℂ) :
    ∃ c : ℂ, ‖c‖ = 1 ∧ ∀ (μ : ℂ) (v : Fin m → ℂ), v ≠ 0 → W *ᵥ v = μ • v →
      clearance m ≤ ‖c - μ‖ := by
  have hcard : (W.charpoly.roots.toFinset.filter (fun z => ‖z‖ = 1)).card ≤ m := by
    refine (Finset.card_filter_le _ _).trans ((Multiset.toFinset_card_le _).trans ?_)
    refine (Polynomial.card_roots' _).trans ?_
    rw [Matrix.charpoly_natDegree_eq_dim, Fintype.card_fin]
  obtain ⟨c, hc, hfar⟩ := exists_reference hm _
    (fun z hz => (Finset.mem_filter.1 hz).2) hcard
  refine ⟨c, hc, fun μ v hv hWv => hfar μ (Finset.mem_filter.2 ⟨?_, ?_⟩)⟩
  · -- an eigenvalue is a root of the characteristic polynomial
    rw [Multiset.mem_toFinset, Polynomial.mem_roots W.charpoly_monic.ne_zero,
      Polynomial.IsRoot.def, Matrix.eval_charpoly, ← Matrix.exists_mulVec_eq_zero_iff]
    refine ⟨v, hv, ?_⟩
    rw [Matrix.sub_mulVec, hWv]
    ext i
    simp [Matrix.scalar_apply]
  · -- unitarity preserves the norm of the eigenvector
    have h1 : star (W *ᵥ v) ⬝ᵥ (W *ᵥ v) = star v ⬝ᵥ v := by
      rw [Matrix.star_mulVec, Matrix.dotProduct_mulVec, Matrix.vecMul_vecMul,
        ← Matrix.star_eq_conjTranspose, Matrix.mem_unitaryGroup_iff'.1 hW, Matrix.vecMul_one]
    rw [hWv, star_smul, smul_dotProduct, dotProduct_smul, smul_eq_mul, smul_eq_mul] at h1
    have hN : star v ⬝ᵥ v ≠ 0 := fun h => hv (dotProduct_star_self_eq_zero.1 h)
    have h2 : star μ * μ = 1 := mul_right_cancel₀ hN (by rw [one_mul, mul_assoc]; exact h1)
    have h3 := congrArg norm h2
    rw [norm_mul, norm_star, norm_one] at h3
    exact (mul_self_eq_one_iff.1 h3).resolve_right
      (fun h => by linarith [norm_nonneg μ])

end

end WannierReference
```

`W` is a unitary m × m matrix, `W *ᵥ v` is the product Wv, and μ is any number with Wv = μv for some v ≠ 0. One c on the circle has |c − μ| ≥ 2 sin(π/(2m)) for all such μ. In an orthonormal basis of the band group, parallel transport along a continuous path is unitary. The overlap matrices of a calculation on a mesh are in general not, but unitarity can be enforced by replacing each of them, if invertible, by the unitary factor of its polar decomposition.

Two facts bring this back to the free sector. First, μ is a root of det(λ − W), a polynomial of degree m in λ, so there are at most m different eigenvalues. Second, W preserves norms:

v†v = (Wv)†(Wv) = |μ|² v†v.

For a normalised v this reads |μ|² = 1. Lean keeps v unnormalised and cancels v†v, which is non-zero. It applies `exists_reference` to the roots of modulus one and then shows, in the two final bullets, that every eigenvalue is among them.

The result bears on topological invariants read off from the flow of Wannier centres, for a finite, isolated group of non-interacting bands at one transverse momentum at a time. It does not cover the move to the next momentum: the centres then shift, by an amount that depends on the mesh and the Bloch states and that the theorem does not bound.

```lean
#print axioms WannierReference.largest_gap_reference
#print axioms WannierReference.wilson_loop_reference
```

```
'WannierReference.largest_gap_reference' depends on axioms: [propext, Classical.choice, Quot.sound]
'WannierReference.wilson_loop_reference' depends on axioms: [propext, Classical.choice, Quot.sound]
```
